# Closed form for the summed mean square mode amplitudes of a pinned classical ring

How far do the atoms of a harmonic ring move at temperature \(T\) when each is tied to its own site and to its two neighbours? Here the motion is described by modes: each is a classical oscillator with its own Boltzmann average, and these averages are added. The site spring constant is written as \(\kappa=4\sinh^2(a/2)\) with \(a>0\), so that \(a=2\operatorname{arsinh}(\sqrt\kappa/2)\).

For \(N\ge1\) unit masses joined by unit springs, with \(k_B=1\), the squared mode frequencies are
\[
\omega_k^2=4\sinh^2\frac a2+4\sin^2\frac{\pi k}{N},\qquad k=0,\dots,N-1,
\]
and the real normal coordinates \(q_k\), scaled so that the potential energy is \(\sum_k\omega_k^2q_k^2/2\), have thermal averages at \(T>0\) that satisfy
\[
\sum_{k=0}^{N-1}\langle q_k^2\rangle
=T\sum_{k=0}^{N-1}\frac1{\omega_k^2}
=\frac{T\,N\coth(Na/2)}{2\sinh a}.
\]

## Reference values for sampling codes

A canonical molecular dynamics or Monte Carlo run of this harmonic ring should reproduce this sum at finite \(N\), within its sampling and time-step errors. The quantity to measure is \(\sum_j\langle u_j^2\rangle\), where \(u_j\) is the displacement of atom \(j\) from its site. If the code holds the mean displacement at zero, the \(k=0\) term \(T/\kappa\) must be subtracted.

A path-integral code for a single harmonic oscillator of mass \(m\) and frequency \(\Omega\), in the primitive discretisation with \(N\) beads, samples the same ring. With inverse temperature \(\beta\), the parameters are \(2\sinh(a/2)=\beta\hbar\Omega/N\) and \(T\to\beta\hbar^2/(mN)\).

## From plane waves to the hyperbolic cotangent

**Frequencies.** The stiffness operator sends the displacements \(u_j\) to \(\kappa u_j+2u_j-u_{j+1}-u_{j-1}\). Let \(\zeta=e^{2\pi i/N}\) and \(z=\zeta^k\). The wave \(u_j=z^j\) has period \(N\) and is multiplied by \(\kappa+2-z-z^{-1}\). Since \(z+z^{-1}=2\cos(2\pi k/N)=2-4\sin^2(\pi k/N)\), this factor is \(\omega_k^2\).

**Equipartition.** A mode \(q\) with energy \(\omega^2q^2/2\) has Boltzmann weight \(e^{-bq^2}\), where \(b=\omega^2/(2T)\). The function \(qe^{-bq^2}\) vanishes at both ends of the line, so its derivative integrates to zero:
\[
\int e^{-bq^2}dq-2b\int q^2e^{-bq^2}dq=0,
\qquad \langle q^2\rangle=\frac1{2b}=\frac T{\omega^2}.
\]

**Partial fractions.** Put \(r=e^{-a}\). Then \(\kappa=r+r^{-1}-2\), and
\[
\omega_k^2=r+r^{-1}-z-z^{-1}=r^{-1}(1-rz)(1-r/z).
\]
With \(A=1-rz\) and \(B=1-r/z\), we have \(A+B-AB=1-(1-A)(1-B)=1-r^2\). Dividing by \(AB\) and using \(r^{-1}-r=2\sinh a\) gives
\[
\frac1{\omega_k^2}=\frac{1}{2\sinh a}\left(\frac1{1-rz}+\frac1{1-r/z}-1\right).
\]

**Sum over the ring.** Because \((r\zeta^k)^N=r^N\), a finite geometric series gives
\[
\frac1{1-r\zeta^k}=\frac1{1-r^N}\sum_{m=0}^{N-1}r^m\zeta^{mk}.
\]
For \(1\le m\le N-1\), \((1-\zeta^m)\sum_k\zeta^{mk}=1-\zeta^{mN}=0\) with \(\zeta^m\ne1\), so the sum over \(k\) vanishes. The term \(m=0\) contributes \(N\). The terms \(1/(1-r\zeta^k)\), called one-sided propagators, therefore sum to \(N/(1-r^N)\). The terms \(1/(1-r\zeta^{-k})\) are their complex conjugates and have the same real sum, so
\[
\sum_k\frac1{\omega_k^2}
=\frac{N}{2\sinh a}\left(\frac2{1-r^N}-1\right)
=\frac{N}{2\sinh a}\,\frac{1+r^N}{1-r^N}.
\]
Multiplying the numerator and denominator of the last fraction by \(e^{Na/2}\) turns it into \(\coth(Na/2)\).

**Long rings.** As \(N\to\infty\) at fixed \(a\) and \(T\), \(r^N\to0\), and the sum of \(\langle q_k^2\rangle\) divided by \(N\) tends to \(T/(2\sinh a)\).

## Lean source

```lean
import Mathlib

open Finset Filter Topology

namespace PinnedRing

noncomputable section

/-- Squared frequency of mode `k` of a ring of `N ≥ 1` unit masses with unit springs and
on-site pinning constant `4 sinh²(a/2)`. -/
def sqFreq (a : ℝ) (N k : ℕ) : ℝ :=
  4 * Real.sinh (a / 2) ^ 2 + 4 * Real.sin (Real.pi * k / N) ^ 2

/-- The stiffness operator of the pinned chain: pinning plus nearest-neighbour springs,
acting on a displacement pattern `u`. -/
def stiffness (a : ℝ) (u : ℤ → ℂ) (j : ℤ) : ℂ :=
  4 * (Real.sinh (a / 2) : ℂ) ^ 2 * u j + (2 * u j - u (j + 1) - u (j - 1))

/-- The elementary phase factor `exp(2πi/N)` of a ring of `N ≥ 1` sites. -/
def root (N : ℕ) : ℂ := Complex.exp (2 * Real.pi * Complex.I / N)

/-- The classical thermal average of `q²` at temperature `T > 0` (with `k_B = 1`) for a mode
with potential energy `w q²/2`, `w > 0`, as a ratio of Boltzmann integrals. -/
def meanSquare (T w : ℝ) : ℝ :=
  (∫ q : ℝ, q ^ 2 * Real.exp (-(w / (2 * T)) * q ^ 2)) /
    ∫ q : ℝ, Real.exp (-(w / (2 * T)) * q ^ 2)

/-- Equipartition: at temperature `T > 0` a mode of squared frequency `w > 0` has mean square
amplitude `T / w`. -/
theorem equipartition {T w : ℝ} (hT : 0 < T) (hw : 0 < w) : meanSquare T w = T / w := by
  -- integration by parts for a Gaussian of any width
  have parts : ∀ b : ℝ, 0 < b → 2 * b * (∫ q : ℝ, q ^ 2 * Real.exp (-b * q ^ 2)) =
      ∫ q : ℝ, Real.exp (-b * q ^ 2) := by
    intro b hb
    have i0 := integrable_exp_neg_mul_sq hb
    have i1 := integrable_mul_exp_neg_mul_sq hb
    have i2 : MeasureTheory.Integrable (fun q : ℝ => q ^ 2 * Real.exp (-b * q ^ 2)) := by
      have h := integrable_rpow_mul_exp_neg_mul_sq hb (s := 2) (by norm_num)
      simpa only [Real.rpow_two] using h
    have hd : ∀ q : ℝ, HasDerivAt (fun x : ℝ => x * Real.exp (-b * x ^ 2))
        (Real.exp (-b * q ^ 2) - 2 * b * (q ^ 2 * Real.exp (-b * q ^ 2))) q := by
      intro q
      have h1 : HasDerivAt (fun x : ℝ => -b * x ^ 2) (-b * (2 * q)) q := by
        simpa using (hasDerivAt_pow 2 q).const_mul (-b)
      exact ((hasDerivAt_id' q).fun_mul h1.exp).congr_deriv (by ring)
    have h0 := MeasureTheory.integral_eq_zero_of_hasDerivAt_of_integrable hd
      (i0.sub (i2.const_mul (2 * b))) i1
    rw [MeasureTheory.integral_sub i0 (i2.const_mul (2 * b)),
      MeasureTheory.integral_const_mul] at h0
    linarith
  have hb : 0 < w / (2 * T) := by positivity
  have hZ : 0 < ∫ q : ℝ, Real.exp (-(w / (2 * T)) * q ^ 2) := by
    rw [integral_gaussian]
    exact Real.sqrt_pos.mpr (div_pos Real.pi_pos hb)
  have hTw : T * (2 * (w / (2 * T))) = w := by field_simp
  rw [meanSquare, div_eq_div_iff hZ.ne' hw.ne', ← parts _ hb, ← mul_assoc, hTw, mul_comm]

/-- The phase factor of mode `k` and its inverse add up to `2 - 4 sin²(πk/N)`. -/
theorem root_pow_add_inv (N k : ℕ) : root N ^ k + (root N ^ k)⁻¹ =
    2 - 4 * (Real.sin (Real.pi * k / N) : ℂ) ^ 2 := by
  have h : root N ^ k = Complex.exp (((2 * (Real.pi * k / N) : ℝ) : ℂ) * Complex.I) := by
    rw [root, ← Complex.exp_nat_mul]
    congr 1
    push_cast
    ring
  have hc : Real.cos (2 * (Real.pi * k / N)) = 1 - 2 * Real.sin (Real.pi * k / N) ^ 2 := by
    rw [Real.cos_two_mul, Real.cos_sq']
    ring
  have hc' := congrArg (fun x : ℝ => (x : ℂ)) hc
  rw [h, ← Complex.exp_neg, ← neg_mul, Complex.exp_mul_I, Complex.exp_mul_I,
    Complex.cos_neg, Complex.sin_neg]
  push_cast at hc' ⊢
  linear_combination 2 * hc'

/-- On a ring of `N ≥ 1` sites the plane wave of index `k` has period `N` and is a normal mode:
the stiffness operator multiplies it by `sqFreq a N k`. -/
theorem planeWave_normalMode (a : ℝ) {N : ℕ} (hN : 0 < N) (k : ℕ) (j : ℤ) :
    (root N ^ k) ^ (j + N) = (root N ^ k) ^ j ∧
    stiffness a (fun i => (root N ^ k) ^ i) j = sqFreq a N k * (root N ^ k) ^ j := by
  have hz : root N ^ k ≠ 0 := pow_ne_zero _ (Complex.exp_ne_zero _)
  have hζ : IsPrimitiveRoot (root N) N := Complex.isPrimitiveRoot_exp N hN.ne'
  constructor
  · rw [zpow_add₀ hz, zpow_natCast, ← pow_mul, mul_comm k N, pow_mul, hζ.pow_eq_one,
      one_pow, mul_one]
  · have h := root_pow_add_inv N k
    simp only [stiffness, sqFreq]
    rw [zpow_add_one₀ hz, zpow_sub_one₀ hz]
    push_cast at h ⊢
    linear_combination (-(root N ^ k) ^ j) * h

/-- The lattice propagator is the sum of two one-sided propagators minus one, divided by `p - r`.
Here `p` and `w` are the inverses of `r` and `z`, and no denominator on the right vanishes. -/
theorem partial_fraction {r p z w : ℂ} (hp : r * p = 1) (hz : z * w = 1)
    (h1 : 1 - r * z ≠ 0) (h2 : 1 - r * w ≠ 0) (h3 : p - r ≠ 0) :
    1 / (r + p - (z + w)) = (1 / (1 - r * z) + 1 / (1 - r * w) - 1) / (p - r) := by
  have hp0 : p ≠ 0 := by
    intro h
    rw [h, mul_zero] at hp
    exact zero_ne_one hp
  have hD : r + p - (z + w) = p * ((1 - r * z) * (1 - r * w)) := by
    linear_combination (z + w - r * z * w) * hp - r * hz
  have key : ∀ A B : ℂ, A ≠ 0 → B ≠ 0 → (1 / A + 1 / B - 1) * (A * B) = A + B - A * B := by
    intro A B hA hB
    rw [sub_mul, add_mul, ← mul_assoc, one_div_mul_cancel hA, mul_comm A B, ← mul_assoc,
      one_div_mul_cancel hB]
    ring
  have hk := key _ _ h1 h2
  rw [hD, div_eq_div_iff (mul_ne_zero hp0 (mul_ne_zero h1 h2)) h3]
  linear_combination (-p) * hk + r * z * w * hp + r * hz

/-- For a primitive `N`-th root of unity `ζ`, `N ≥ 1`, the one-sided propagators `1 / (1 - r ζ^k)`
with `k = 0, …, N - 1` add up to `N / (1 - r^N)`, provided `r^N ≠ 1`. -/
theorem sum_propagator {N : ℕ} {ζ r : ℂ} (hζ : IsPrimitiveRoot ζ N) (hN : 0 < N)
    (hr : r ^ N ≠ 1) : ∑ k ∈ range N, 1 / (1 - r * ζ ^ k) = N / (1 - r ^ N) := by
  have hr' : 1 - r ^ N ≠ 0 := sub_ne_zero.mpr hr.symm
  -- a finite geometric series for each phase
  have hexp : ∀ k, 1 / (1 - r * ζ ^ k) =
      (∑ m ∈ range N, r ^ m * (ζ ^ m) ^ k) / (1 - r ^ N) := by
    intro k
    have hx : (r * ζ ^ k) ^ N = r ^ N := by
      rw [mul_pow, ← pow_mul, mul_comm k N, pow_mul, hζ.pow_eq_one, one_pow, mul_one]
    have hg := mul_neg_geom_sum (r * ζ ^ k) N
    rw [hx] at hg
    have hs : ∑ m ∈ range N, r ^ m * (ζ ^ m) ^ k = ∑ m ∈ range N, (r * ζ ^ k) ^ m :=
      sum_congr rfl fun m _ => by rw [mul_pow, ← pow_mul, ← pow_mul, mul_comm m k]
    have h1 : 1 - r * ζ ^ k ≠ 0 := by
      intro h
      rw [h, zero_mul] at hg
      exact hr' hg.symm
    rw [hs, div_eq_div_iff h1 hr']
    linear_combination -hg
  rw [sum_congr rfl (fun k _ => hexp k), ← sum_div, sum_comm]
  congr 1
  -- orthogonality: only the term m = 0 survives
  rw [sum_eq_single 0]
  · simp
  · intro m hm hm0
    have hne : ζ ^ m ≠ 1 := fun h => absurd
      (Nat.le_of_dvd (Nat.pos_of_ne_zero hm0) ((hζ.pow_eq_one_iff_dvd m).mp h))
      (not_le_of_gt (mem_range.mp hm))
    have hg := mul_neg_geom_sum (ζ ^ m) N
    rw [← pow_mul, mul_comm m N, pow_mul, hζ.pow_eq_one, one_pow, sub_self] at hg
    rw [← mul_sum, (mul_eq_zero.mp hg).resolve_left (sub_ne_zero.mpr hne.symm), mul_zero]
  · intro h
    exact absurd (mem_range.mpr hN) h

/-- For `a > 0` and `N ≥ 1`, `coth(Na/2)` equals `2/(1 - e^{-Na}) - 1`. -/
theorem coth_eq {a : ℝ} (ha : 0 < a) {N : ℕ} (hN : 0 < N) :
    Real.cosh (N * a / 2) / Real.sinh (N * a / 2) = 2 / (1 - Real.exp (-a) ^ N) - 1 := by
  have hN' : (0 : ℝ) < N := Nat.cast_pos.mpr hN
  have hs : 0 < Real.sinh (N * a / 2) := Real.sinh_pos_iff.mpr (by positivity)
  have hlt : Real.exp (-a) ^ N < 1 :=
    pow_lt_one₀ (Real.exp_pos _).le (Real.exp_lt_one_iff.mpr (by linarith)) hN.ne'
  have hE : 1 - Real.exp (-a) ^ N ≠ 0 := (sub_pos.mpr hlt).ne'
  have hq : Real.exp (-a) ^ N = Real.exp (-(N * a / 2)) * Real.exp (-(N * a / 2)) := by
    rw [← Real.exp_nat_mul, ← Real.exp_add]
    congr 1
    ring
  have hpq : Real.exp (N * a / 2) * Real.exp (-(N * a / 2)) = 1 := by
    rw [← Real.exp_add, add_neg_cancel, Real.exp_zero]
  have hf : 2 / (1 - Real.exp (-a) ^ N) - 1 =
      (1 + Real.exp (-a) ^ N) / (1 - Real.exp (-a) ^ N) := by
    rw [eq_div_iff hE, sub_mul, div_mul_cancel₀ _ hE]
    ring
  rw [hf, div_eq_div_iff hs.ne' hE, hq, Real.cosh_eq, Real.sinh_eq]
  linear_combination (-Real.exp (-(N * a / 2))) * hpq

/-- For `a > 0` and `N ≥ 1`, the inverse squared frequencies of the pinned ring add up to
`N coth(Na/2) / (2 sinh a)`. -/
theorem sum_inv_sqFreq {a : ℝ} (ha : 0 < a) {N : ℕ} (hN : 0 < N) :
    ∑ k ∈ range N, 1 / sqFreq a N k =
      N * (Real.cosh (N * a / 2) / Real.sinh (N * a / 2)) / (2 * Real.sinh a) := by
  have hζ : IsPrimitiveRoot (root N) N := Complex.isPrimitiveRoot_exp N hN.ne'
  have hpin : 4 * Real.sinh (a / 2) ^ 2 = Real.exp (-a) + Real.exp a - 2 := by
    have h1 : Real.exp a = Real.exp (a / 2) * Real.exp (a / 2) := by
      rw [← Real.exp_add, add_halves]
    have h2 : Real.exp (-a) = Real.exp (-(a / 2)) * Real.exp (-(a / 2)) := by
      rw [← Real.exp_add]
      congr 1
      ring
    have h3 : Real.exp (a / 2) * Real.exp (-(a / 2)) = 1 := by
      rw [← Real.exp_add, add_neg_cancel, Real.exp_zero]
    rw [Real.sinh_eq]
    linear_combination -h1 - h2 - 2 * h3
  have hsinh : 2 * Real.sinh a = Real.exp a - Real.exp (-a) := by
    rw [Real.sinh_eq]
    ring
  have hspos : 0 < Real.sinh a := Real.sinh_pos_iff.mpr ha
  have hlt : Real.exp (-a) ^ N < 1 :=
    pow_lt_one₀ (Real.exp_pos _).le (Real.exp_lt_one_iff.mpr (by linarith)) hN.ne'
  have hdiff : 0 < Real.exp a - Real.exp (-a) := by linarith
  have hrp : Real.exp (-a) * Real.exp a = 1 := by
    rw [← Real.exp_add, neg_add_cancel, Real.exp_zero]
  rw [coth_eq ha hN, hsinh]

  generalize Real.exp (-a) = r at *
  generalize Real.exp a = p at *
  have hpr : (p : ℂ) - r ≠ 0 := by
    have h : p - r ≠ 0 := hdiff.ne'
    exact_mod_cast h
  have hrN : (r : ℂ) ^ N ≠ 1 := by exact_mod_cast hlt.ne
  have hne : ∀ z : ℂ, z ^ N = 1 → 1 - (r : ℂ) * z ≠ 0 := by
    intro z hz h
    apply hrN
    rw [← mul_one ((r : ℂ) ^ N), ← hz, ← mul_pow, ← sub_eq_zero.mp h, one_pow, hz]
  have hroot : ∀ ξ : ℂ, IsPrimitiveRoot ξ N → ∀ k : ℕ, (ξ ^ k) ^ N = 1 := by
    intro ξ hξ k
    rw [← pow_mul, mul_comm k N, pow_mul, hξ.pow_eq_one, one_pow]
  -- split every mode contribution into one-sided propagators
  have hterm : ∀ k, ((1 / sqFreq a N k : ℝ) : ℂ) =
      (1 / (1 - r * root N ^ k) + 1 / (1 - r * (root N)⁻¹ ^ k) - 1) / (p - r) := by
    intro k
    have hsq : (sqFreq a N k : ℂ) = r + p - (root N ^ k + (root N)⁻¹ ^ k) := by
      rw [inv_pow, root_pow_add_inv, sqFreq, hpin]
      push_cast
      ring
    have hz : root N ^ k * (root N)⁻¹ ^ k = 1 := by
      rw [inv_pow]
      exact mul_inv_cancel₀ (pow_ne_zero _ (Complex.exp_ne_zero _))
    rw [Complex.ofReal_div, Complex.ofReal_one, hsq]
    exact partial_fraction (by exact_mod_cast hrp) hz (hne _ (hroot _ hζ k))
      (hne _ (hroot _ hζ.inv k)) hpr
  have hC : ((∑ k ∈ range N, 1 / sqFreq a N k : ℝ) : ℂ) =
      ((N * (2 / (1 - r ^ N) - 1) / (p - r) : ℝ) : ℂ) := by
    rw [Complex.ofReal_sum, sum_congr rfl (fun k _ => hterm k), ← sum_div, sum_sub_distrib,
      sum_add_distrib, sum_propagator hζ hN hrN, sum_propagator hζ.inv hN hrN]
    simp only [sum_const, card_range, nsmul_eq_mul]
    push_cast
    ring
  exact Complex.ofReal_injective hC

/-- At temperature `T > 0` the thermal mean square amplitudes of all modes of the pinned ring
(`a > 0`, `N ≥ 1`) add up to `T N coth(Na/2) / (2 sinh a)`. -/
theorem total_meanSquare {a T : ℝ} (ha : 0 < a) (hT : 0 < T) {N : ℕ} (hN : 0 < N) :
    ∑ k ∈ range N, meanSquare T (sqFreq a N k) =
      T * (N * (Real.cosh (N * a / 2) / Real.sinh (N * a / 2)) / (2 * Real.sinh a)) := by
  have hpos : ∀ k, 0 < sqFreq a N k := by
    intro k
    have h : 0 < Real.sinh (a / 2) := Real.sinh_pos_iff.mpr (half_pos ha)
    unfold sqFreq
    positivity
  rw [← sum_inv_sqFreq ha hN, mul_sum]
  refine sum_congr rfl fun k _ => ?_
  rw [equipartition hT (hpos k), mul_one_div]

/-- For fixed `a > 0` and `T > 0`, the sum of the thermal mean square mode amplitudes of the pinned
ring, divided by `N`, tends to `T / (2 sinh a)` as `N` grows. -/
theorem perAtom_tendsto {a T : ℝ} (ha : 0 < a) (hT : 0 < T) :
    Tendsto (fun N : ℕ => (∑ k ∈ range N, meanSquare T (sqFreq a N k)) / N) atTop
      (𝓝 (T / (2 * Real.sinh a))) := by
  have hr : Tendsto (fun N : ℕ => Real.exp (-a) ^ N) atTop (𝓝 0) :=
    tendsto_pow_atTop_nhds_zero_of_lt_one (Real.exp_pos _).le
      (Real.exp_lt_one_iff.mpr (by linarith))
  have h1 : Tendsto (fun N : ℕ => 1 - Real.exp (-a) ^ N) atTop (𝓝 (1 - 0)) :=
    tendsto_const_nhds.sub hr
  have h2 : Tendsto (fun N : ℕ => 2 / (1 - Real.exp (-a) ^ N)) atTop (𝓝 (2 / (1 - 0))) :=
    tendsto_const_nhds.div h1 (by norm_num)
  have h3 := ((h2.sub_const 1).const_mul T).div_const (2 * Real.sinh a)
  have hv : T * (2 / (1 - 0) - 1) / (2 * Real.sinh a) = T / (2 * Real.sinh a) := by norm_num
  rw [hv] at h3
  refine h3.congr' ?_
  filter_upwards [eventually_gt_atTop 0] with N hN
  have hN' : (N : ℝ) ≠ 0 := Nat.cast_ne_zero.mpr hN.ne'
  rw [total_meanSquare ha hT hN, coth_eq ha hN, eq_div_iff hN']
  ring

end

end PinnedRing
```

```lean
#print axioms PinnedRing.planeWave_normalMode
-- 'PinnedRing.planeWave_normalMode' depends on axioms: [propext, Classical.choice, Quot.sound]
#print axioms PinnedRing.total_meanSquare
-- 'PinnedRing.total_meanSquare' depends on axioms: [propext, Classical.choice, Quot.sound]
#print axioms PinnedRing.perAtom_tendsto
-- 'PinnedRing.perAtom_tendsto' depends on axioms: [propext, Classical.choice, Quot.sound]
```

## From mode sums to atomic displacements

`sqFreq a N k` is \(\omega_k^2\), and `range N` runs over \(k=0,\dots,N-1\). In `meanSquare T w`, the letter `w` is the squared frequency; in `partial_fraction` it is \(z^{-1}\), and `p` is \(r^{-1}\), not a momentum. The hyperbolic cotangent appears as `Real.cosh` divided by `Real.sinh`.

The main statements are `sum_inv_sqFreq` for the frequencies, `total_meanSquare` for the thermal sum at \(T>0\), and `perAtom_tendsto` for the limit. `planeWave_normalMode` ties the frequencies to `stiffness`, which acts on patterns over all integers, and shows that the waves have period \(N\). For \(N=2\) the two atoms are joined by two springs; for \(N=1\) the neighbour terms cancel.

The step left to the reader is that the mode sum equals \(\sum_j\langle u_j^2\rangle\). It follows from an orthonormal change to real normal coordinates, under which the Boltzmann weight factorises. The Lean waves are unnormalised; the normalised ones are \(N^{-1/2}e^{2\pi ikj/N}\). The model is classical and harmonic, and the theorems concern real numbers, not floating-point output.

## Roots of unity in the proof

`equipartition` performs the integration by parts, with the integrability of each term supplied. `root_pow_add_inv` gives the cosine identity, `partial_fraction` the splitting, `sum_propagator` the geometric series and orthogonality, and `coth_eq` the last rewriting. In `sum_inv_sqFreq`, `generalize` replaces the exponentials by `r` and `p`, the sum is evaluated in the complex numbers, and `Complex.ofReal_injective` brings the equation back to the reals. `linear_combination` checks the algebra.

The Mathlib device that carries the ring sum is `IsPrimitiveRoot ζ N`. It says that \(\zeta^N=1\) and that \(\zeta^m=1\) only when \(N\) divides \(m\). The first property closes the geometric series; the second excludes \(\zeta^m=1\) for \(0<m<N\). As `sum_propagator` accepts any primitive root, it serves both propagators: once with `hζ`, once with `hζ.inv`.

## The unpinned ring as a counter-example

Take \(a=0\) and \(N=2\). The uniform mode has \(\omega_0=0\): the ring drifts freely and its mean square displacement has no finite value. Lean sets division by zero to zero, so the two sides of `sum_inv_sqFreq` would read \(1/4\) and \(0\). This shows that \(a\ne0\) is needed. The sign of \(a\) is a convention, since both sides are even in \(a\).
